# A closed form for the Pöschl–Teller level sum minus its Thomas–Fermi integral

Put \(N\) non-interacting spinless fermions into a smooth one-dimensional well. Quantum mechanics fills discrete levels; Thomas–Fermi theory fills phase space continuously. How far apart are the two energies?

For the well \(V(x)=-\frac{a^2}{2\cosh^2x}\), with \(a>0\), \(\hbar=m=1\) and \(\lambda=\sqrt{a^2+1/4}\), the difference is

\[
\sum_{j=0}^{N-1}\Bigl[-\tfrac12(\lambda-j-\tfrac12)^2\Bigr]-\int_0^N\Bigl[-\tfrac12(a-z)^2\Bigr]dz=\frac{(\lambda-a)N^2}{2}-\frac N{12}.
\]

Physically, take \(N\le a\): then all \(N\) levels are bound, and the Thomas–Fermi well, which holds at most \(a\) particles, can hold \(N\) too. For this non-interacting model, the formula gives orbital-free energies an exact reference.

## The well, its levels and the chemical potential

```lean
import Mathlib

open Real

namespace PoeschlTellerShell

noncomputable section
```

This loads the mathematics library Mathlib and gives the definitions a common namespace.

```lean
/-- The Poeschl-Teller well of depth `a²/2`, in units with `ħ = m = 1`. -/
def well (a x : ℝ) : ℝ := -(a ^ 2 / 2) / cosh x ^ 2
```

`well a x` is \(V(x)\). The symbol `ℝ` is the type of real numbers.

```lean
/-- The shifted strength `√(a² + 1/4)` that enters the quantum levels. -/
def lam (a : ℝ) : ℝ := √(a ^ 2 + 1 / 4)
```

`lam a` is \(\lambda\).

```lean
/-- The quantum level formula with quantum number `j`. -/
def level (a : ℝ) (j : ℕ) : ℝ := -(lam a - j - 1 / 2) ^ 2 / 2
```

`level a j` is \(-\frac12(\lambda-j-\frac12)^2\), with `j` a natural number starting at 0. So far it is only a formula; its link to the Schrödinger equation is proved below.

```lean
/-- The Thomas-Fermi chemical potential at particle number `z`, for `0 ≤ z ≤ a`. -/
def chemPot (a z : ℝ) : ℝ := -(a - z) ^ 2 / 2
```

`chemPot a z` is \(\mu(z)=-\frac12(a-z)^2\) at particle number \(z\). The Thomas–Fermi energy is taken to be \(\int_0^N\mu\,dz\), following \(dE/dN=\mu\).

```lean
/-- A bound state of energy `E` in the potential `V`: a nonzero solution `ψ` of
`-ψ''/2 + V ψ = E ψ` that decays exponentially together with its derivative `φ`. -/
def IsBoundState (V : ℝ → ℝ) (E : ℝ) (ψ : ℝ → ℝ) : Prop :=
  ∃ (φ : ℝ → ℝ) (B κ : ℝ), 0 < κ ∧ (∀ x, HasDerivAt ψ (φ x) x) ∧
    (∀ x, HasDerivAt φ (2 * (V x - E) * ψ x) x) ∧ (∃ x, ψ x ≠ 0) ∧
    ∀ x, |ψ x| + |φ x| ≤ B * exp (-κ * |x|)
```

A `Prop` is a statement. This one says that \(\psi\) is real, not identically zero, solves \(-\frac12\psi''+V\psi=E\psi\), and satisfies \(|\psi|+|\psi'|\le Be^{-\kappa|x|}\) with \(\kappa>0\). `HasDerivAt ψ (φ x) x` means \(\psi'(x)=\varphi(x)\). Normalisation is not required.

## Bound states from a ladder

```lean
/-- The square of the shifted strength is `a² + 1/4`. -/
theorem lam_sq (a : ℝ) : lam a ^ 2 = a ^ 2 + 1 / 4 :=
  Real.sq_sqrt (by positivity)
```

This is \(\lambda^2=a^2+\frac14\).

```lean
/-- The profile of the well in terms of the hyperbolic tangent. -/
theorem one_sub_tanh_sq (x : ℝ) : 1 - tanh x * tanh x = 1 / cosh x ^ 2 := by
  have hc := Real.cosh_pos x
  rw [Real.tanh_eq_sinh_div_cosh, eq_div_iff (by positivity)]
  field_simp
  linear_combination Real.cosh_sq x
```

This is \(1-\tanh^2x=1/\cosh^2x\). The tactic `linear_combination` proves an equation by combining known ones, here \(\cosh^2x=\sinh^2x+1\).

```lean
/-- The slope of the hyperbolic tangent is `1 - tanh²`. -/
theorem tanh_slope (x : ℝ) : HasDerivAt tanh (1 - tanh x * tanh x) x := by
  have h := (Real.hasDerivAt_sinh x).fun_div (Real.hasDerivAt_cosh x) (Real.cosh_pos x).ne'
  have e : tanh = fun y => sinh y / cosh y := funext Real.tanh_eq_sinh_div_cosh
  rw [one_sub_tanh_sq, e]
  refine h.congr_deriv ?_
  congr 1
  linear_combination Real.cosh_sq x
```

The quotient rule gives \((\tanh x)'=1-\tanh^2x\).

```lean
/-- For `k > 0` and `a² = k(k+1)`, the function `cosh^(-k)` is a bound state of energy
`-k²/2`. -/
theorem ground_state {a k : ℝ} (hk : 0 < k) (ha : a ^ 2 = k * (k + 1)) :
    IsBoundState (well a) (-k ^ 2 / 2) (fun x => exp (-k * log (cosh x))) := by
  have hψ : ∀ x, HasDerivAt (fun x => exp (-k * log (cosh x)))
      (-k * tanh x * exp (-k * log (cosh x))) x := fun x => by
    have h := (((Real.hasDerivAt_cosh x).log (Real.cosh_pos x).ne').const_mul (-k)).exp
    refine h.congr_deriv ?_
    rw [Real.tanh_eq_sinh_div_cosh]
    ring
  refine ⟨fun x => -k * tanh x * exp (-k * log (cosh x)), (1 + k) * exp (k * log 2), k, hk,
    hψ, fun x => ?_, ⟨0, (exp_pos _).ne'⟩, fun x => ?_⟩
  · refine (((tanh_slope x).const_mul (-k)).fun_mul (hψ x)).congr_deriv ?_
    rw [well, div_eq_mul_one_div _ (cosh x ^ 2), ← one_sub_tanh_sq]
    linear_combination (1 - tanh x * tanh x) * exp (-k * log (cosh x)) * ha
  · -- the decay follows from `exp |x| ≤ 2 cosh x`
    have h1 : exp |x| ≤ 2 * cosh x := by
      rw [Real.cosh_eq]
      rcases abs_cases x with ⟨h, _⟩ | ⟨h, _⟩ <;> rw [h] <;>
        linarith [exp_pos x, exp_pos (-x)]
    have h2 := Real.log_le_log (exp_pos _) h1
    rw [Real.log_exp, Real.log_mul two_ne_zero (Real.cosh_pos x).ne'] at h2
    have h3 : exp (-k * log (cosh x)) ≤ exp (k * log 2) * exp (-k * |x|) := by
      rw [← Real.exp_add]
      exact Real.exp_le_exp.2 (by nlinarith)
    have hp : 0 < 1 / cosh x ^ 2 := by have := Real.cosh_pos x; positivity
    rw [← one_sub_tanh_sq] at hp
    have hT : |tanh x| ≤ 1 := abs_le.2 ⟨by nlinarith, by nlinarith⟩
    have h4 := mul_le_mul_of_nonneg_left hT (mul_pos hk (exp_pos (-k * log (cosh x)))).le
    have h5 := mul_le_mul_of_nonneg_left h3 (by linarith : 0 ≤ 1 + k)
    rw [abs_mul, abs_mul, abs_neg, abs_of_pos hk, abs_of_pos (exp_pos _)]
    linarith
```

Let \(\psi=\cosh^{-k}x\), written in Lean as an exponential of a logarithm. Then \(\psi'=-k\tanh x\,\psi\), and

\[
\psi''=\Bigl(k^2-\frac{k(k+1)}{\cosh^2x}\Bigr)\psi .
\]

With \(a^2=k(k+1)\) this is the Schrödinger equation at \(E=-k^2/2\). Since \(e^{|x|}\le2\cosh x\), we have \(\psi\le2^ke^{-k|x|}\). Also \(|\psi'|\le k\psi\), so the decay bound holds with \(B=(1+k)2^k\).

```lean
/-- Ladder step: a bound state at strength `b² = s(s-1)` yields one of the same energy at
strength `a² = s(s+1)`, provided `2E + s² ≠ 0`. -/
theorem ladder {a b s E : ℝ} {ψ : ℝ → ℝ} (hb : b ^ 2 = s * (s - 1))
    (ha : a ^ 2 = s * (s + 1)) (hE : 2 * E + s ^ 2 ≠ 0) (h : IsBoundState (well b) E ψ) :
    ∃ χ, IsBoundState (well a) E χ := by
  obtain ⟨φ, B, κ, hκ, h1, h2, ⟨y, hy⟩, hB⟩ := h
  have hw : ∀ c x, well c x = -(c ^ 2 / 2) * (1 - tanh x * tanh x) := fun c x => by
    rw [well, one_sub_tanh_sq, ← div_eq_mul_one_div]
  have hχ : ∀ x, HasDerivAt (fun x => s * tanh x * ψ x + (-1) * φ x)
      ((2 * E + s ^ 2 * (1 - tanh x * tanh x)) * ψ x + s * tanh x * φ x) x := fun x => by
    refine ((((tanh_slope x).const_mul s).fun_mul (h1 x)).fun_add
      ((h2 x).const_mul (-1))).congr_deriv ?_
    rw [hw]
    linear_combination (1 - tanh x * tanh x) * ψ x * hb
  refine ⟨_, _, (1 + |s| + 2 * |E| + s ^ 2) * B, κ, hκ, hχ, fun x => ?_, ?_, fun x => ?_⟩
  · have hT := tanh_slope x
    refine ((((((hT.fun_mul hT).const_sub 1).const_mul (s ^ 2)).const_add (2 * E)).fun_mul
      (h1 x)).fun_add ((hT.const_mul s).fun_mul (h2 x))).congr_deriv ?_
    rw [hw, hw]
    linear_combination (1 - tanh x * tanh x) * (s * tanh x * ψ x - φ x) * ha
      - (1 - tanh x * tanh x) * s * tanh x * ψ x * hb
  · -- if the new function vanished, so would its slope, and then `(2E + s²) ψ = 0`
    by_contra hne
    have h0 : ∀ x, s * tanh x * ψ x + (-1) * φ x = 0 :=
      fun x => by_contra fun h => hne ⟨x, h⟩
    have hd := hχ y
    rw [funext h0] at hd
    have h3 := hd.unique (hasDerivAt_const y (0 : ℝ))
    exact mul_ne_zero hE hy (by linear_combination h3 + s * tanh y * h0 y)
  · have hp : 0 < 1 / cosh x ^ 2 := by have := Real.cosh_pos x; positivity
    rw [← one_sub_tanh_sq] at hp
    have hT : |tanh x| ≤ 1 := abs_le.2 ⟨by nlinarith, by nlinarith⟩
    have bd : ∀ u v P Q : ℝ, |u| ≤ P → |v| ≤ Q →
        |u * ψ x + v * φ x| ≤ P * |ψ x| + Q * |φ x| := fun u v P Q hu hv => by
      refine (abs_add_le _ _).trans ?_
      rw [abs_mul, abs_mul]
      gcongr
    have hs : |s * tanh x| ≤ |s| := by
      rw [abs_mul]
      exact mul_le_of_le_one_right (abs_nonneg s) hT
    have hc : |2 * E + s ^ 2 * (1 - tanh x * tanh x)| ≤ 2 * |E| + s ^ 2 := by
      have q1 := mul_nonneg (sq_nonneg s) hp.le
      have q2 := mul_nonneg (sq_nonneg s) (mul_self_nonneg (tanh x))
      exact abs_le.2 ⟨by linarith [neg_abs_le E, sq_nonneg s], by linarith [le_abs_self E]⟩
    have b1 := bd _ (-1) _ 1 hs (by norm_num)
    have b2 := bd _ _ _ _ hc hs
    have hK : 0 ≤ 2 * |E| + s ^ 2 := by positivity
    have b3 := mul_le_mul_of_nonneg_left (hB x)
      (by positivity : 0 ≤ 1 + |s| + 2 * |E| + s ^ 2)
    have b4 := mul_nonneg hK (abs_nonneg (φ x))
    linarith [abs_nonneg (ψ x)]
```

Write \(t=\tanh x\), \(u=1-t^2\), and let \(\psi\) be bound at strength \(b^2=s(s-1)\), so \(\psi''=-(s(s-1)u+2E)\psi\). Set \(\chi=st\psi-\psi'\). Differentiating twice gives

\[
\chi'=(2E+s^2u)\psi+st\psi',\qquad
\chi''=-(s(s+1)u+2E)\chi .
\]

So \(\chi\) solves the equation at strength \(s(s+1)\) with the same energy. If \(\chi\) vanished everywhere, then \(\psi'=st\psi\) and \(\chi'=0\) would give \((2E+s^2)\psi=0\), contradicting `hE` at a point where \(\psi\ne0\). The coefficients of \(\psi\) and \(\psi'\) in \(\chi\) and \(\chi'\) are bounded, so the exponential decay survives. In Lean, `congr_deriv` replaces a computed derivative by the desired expression once the two are shown equal.

```lean
/-- Every value of the level formula with `j + 1/2 < √(a² + 1/4)` is the energy of a bound
state of the well. -/
theorem level_isBound {a : ℝ} {j : ℕ} (hj : (j : ℝ) + 1 / 2 < lam a) :
    ∃ ψ, IsBoundState (well a) (level a j) ψ := by
  have key : ∀ k : ℝ, 0 < k → ∀ n : ℕ, ∀ b : ℝ, b ^ 2 = (k + n) * (k + n + 1) →
      ∃ ψ, IsBoundState (well b) (-k ^ 2 / 2) ψ := by
    intro k hk n
    induction n with
    | zero => exact fun b hb => ⟨_, ground_state hk (by rw [hb]; push_cast; ring)⟩
    | succ n ih =>
      intro b hb
      have hr : √((k + n) * (k + n + 1)) ^ 2 = (k + n) * (k + n + 1) :=
        Real.sq_sqrt (by positivity)
      obtain ⟨ψ, hψ⟩ := ih _ hr
      have hn : (0 : ℝ) ≤ n := Nat.cast_nonneg n
      exact ladder (s := k + n + 1) (by rw [hr]; ring) (by rw [hb]; push_cast; ring)
        (ne_of_gt (by nlinarith [mul_nonneg hk.le hn, sq_nonneg (n : ℝ)])) hψ
  exact key (lam a - j - 1 / 2) (by linarith) j a (by linear_combination -lam_sq a)
```

Set \(k=\lambda-j-\frac12>0\). Start from \(\cosh^{-k}x\) at strength \(k(k+1)\) and climb \(j\) steps with \(s=k+1,\dots,k+j\). Each step is allowed because \(2E+s^2=s^2-k^2>0\). The final strength is

\[
(k+j)(k+j+1)=(\lambda-\tfrac12)(\lambda+\tfrac12)=a^2,
\]

and the energy is still \(-k^2/2\), which is `level a j`. The tactic `induction` carries out the climb; for \(j=0\) there are no steps. It is a textbook fact, not proved here, that the well has no further bound states; with it, the sum over the lowest \(N\) levels is the ground-state energy.

## Counting particles in phase space

```lean
/-- The classical action between turning points `-X` and `X`, with `X > 0`, in scaled form. -/
theorem action_integral {X : ℝ} (hX : 0 < X) :
    ∫ x in (-X)..X, √(cosh X ^ 2 - cosh x ^ 2) / cosh x = π * (cosh X - 1) := by
  have hS : 0 < sinh X := Real.sinh_pos_iff.2 hX
  have hC := Real.cosh_pos X
  let F : ℝ → ℝ := fun x =>
    cosh X * arcsin (cosh X / sinh X * tanh x) - arcsin (sinh x / sinh X)
  have hT : Continuous tanh :=
    continuous_iff_continuousAt.2 fun x => (tanh_slope x).continuousAt
  have hF : Continuous F :=
    (continuous_const.mul (Real.continuous_arcsin.comp (continuous_const.mul hT))).sub
      (Real.continuous_arcsin.comp (Real.continuous_sinh.div_const _))
  have hd : ∀ x ∈ Set.Ioo (-X) X,
      HasDerivAt F (√(cosh X ^ 2 - cosh x ^ 2) / cosh x) x := by
    intro x hx
    have hc := Real.cosh_pos x
    have hlt : cosh x < cosh X :=
      Real.cosh_lt_cosh.2 (by rw [abs_of_pos hX]; exact abs_lt.2 hx)
    have hpos : 0 < cosh X ^ 2 - cosh x ^ 2 := by nlinarith
    obtain ⟨q, hq⟩ : ∃ q, q = √(cosh X ^ 2 - cosh x ^ 2) := ⟨_, rfl⟩
    have hq0 : 0 < q := hq ▸ Real.sqrt_pos.2 hpos
    have hq2 : q ^ 2 = cosh X ^ 2 - cosh x ^ 2 := by rw [hq, Real.sq_sqrt hpos.le]
    have e1 : 1 - (cosh X / sinh X * tanh x) ^ 2 = (q / (cosh x * sinh X)) ^ 2 := by
      rw [div_pow, hq2, Real.tanh_eq_sinh_div_cosh]
      field_simp
      linear_combination cosh X ^ 2 * Real.cosh_sq x - cosh x ^ 2 * Real.cosh_sq X
    have e2 : 1 - (sinh x / sinh X) ^ 2 = (q / sinh X) ^ 2 := by
      rw [div_pow, div_pow, hq2]
      field_simp
      linear_combination Real.cosh_sq x - Real.cosh_sq X
    have ne : ∀ u r : ℝ, 0 < r → 1 - u ^ 2 = r ^ 2 → u ≠ -1 ∧ u ≠ 1 := fun u r hr h =>
      ⟨fun hu => by rw [hu] at h; nlinarith, fun hu => by rw [hu] at h; nlinarith⟩
    have n1 := ne _ _ (by positivity) e1
    have n2 := ne _ _ (by positivity) e2
    have d1 := (Real.hasDerivAt_arcsin n1.1 n1.2).comp x
      ((tanh_slope x).const_mul (cosh X / sinh X))
    have d2 := (Real.hasDerivAt_arcsin n2.1 n2.2).comp x
      ((Real.hasDerivAt_sinh x).div_const (sinh X))
    refine ((d1.const_mul (cosh X)).sub d2).congr_deriv ?_
    rw [← hq, e1, e2, Real.sqrt_sq (by positivity), Real.sqrt_sq (by positivity),
      one_sub_tanh_sq]
    field_simp
    linear_combination -hq2
  have hi : Continuous fun x => √(cosh X ^ 2 - cosh x ^ 2) / cosh x :=
    (Real.continuous_sqrt.comp (continuous_const.sub (Real.continuous_cosh.pow 2))).div
      Real.continuous_cosh fun x => (Real.cosh_pos x).ne'
  rw [intervalIntegral.integral_eq_sub_of_hasDerivAt_of_le (by linarith) hF.continuousOn hd
    (hi.intervalIntegrable _ _)]
  have a1 : cosh X / sinh X * tanh X = 1 := by
    rw [Real.tanh_eq_sinh_div_cosh]
    field_simp
  simp only [F, Real.tanh_neg, Real.sinh_neg, mul_neg, neg_div, a1, div_self hS.ne',
    Real.arcsin_neg, Real.arcsin_one]
  ring
```

Write \(C=\cosh X\), \(S=\sinh X\) and \(q=\sqrt{C^2-\cosh^2x}\). The antiderivative is

\[
F(x)=C\arcsin\frac{C\tanh x}{S}-\arcsin\frac{\sinh x}{S}.
\]

Inside the interval, its two terms contribute

\[
F'(x)=\frac{C^2}{q\cosh x}-\frac{\cosh x}{q}=\frac q{\cosh x}.
\]

At \(\pm X\) both arcsines equal \(\pm\pi/2\), so the integral is \(\pi(C-1)\). The derivative is needed only on the open interval, because \(F\) is continuous up to the turning points.

```lean
/-- For `a > 0` and `z < a`, if the chemical potential meets the well at `X > 0`, the
phase-space integral between the turning points gives the particle number `z`. -/
theorem thomasFermi_number {a z X : ℝ} (ha : 0 < a) (hz : z < a) (hX : 0 < X)
    (h : well a X = chemPot a z) :
    1 / π * ∫ x in (-X)..X, √(2 * (chemPot a z - well a x)) = z := by
  have hC := Real.cosh_pos X
  have hk : 0 < a - z := sub_pos.2 hz
  have hsq : a ^ 2 = ((a - z) * cosh X) ^ 2 := by
    rw [well, chemPot, div_eq_iff (by positivity)] at h
    linear_combination -2 * h
  have hkC : a = (a - z) * cosh X := (sq_eq_sq₀ ha.le (mul_pos hk hC).le).1 hsq
  have key : ∀ x, √(2 * (chemPot a z - well a x)) =
      (a - z) * (√(cosh X ^ 2 - cosh x ^ 2) / cosh x) := fun x => by
    have hc := Real.cosh_pos x
    have e : 2 * (chemPot a z - well a x) =
        ((a - z) / cosh x) ^ 2 * (cosh X ^ 2 - cosh x ^ 2) := by
      rw [chemPot, well]
      field_simp
      linear_combination hsq
    rw [e, Real.sqrt_mul (sq_nonneg _), Real.sqrt_sq (div_pos hk hc).le]
    ring
  simp_rw [key]
  rw [intervalIntegral.integral_const_mul, action_integral hX]
  have hpi : 1 / π * π = 1 := one_div_mul_cancel Real.pi_ne_zero
  linear_combination (a - z) * (cosh X - 1) * hpi - hkC
```

The hypothesis `h` says that \(X\) is a turning point: \(V(X)=\mu(z)\), hence \(a=(a-z)C\). The local momentum is then \(\sqrt{2(\mu-V)}=(a-z)q/\cosh x\), and

\[
\frac1\pi\int_{-X}^{X}\sqrt{2(\mu-V)}\,dx=(a-z)(C-1)=z .
\]

The prefactor \(1/\pi\) comes from dividing the momentum range \(2p\) by \(2\pi\hbar\), with \(\hbar=1\) and one spin state. This justifies the formula for \(\mu\).

## Subtracting the two energies

```lean
/-- The sum of the first `N` values of the level formula minus the integral of the
Thomas-Fermi chemical potential formula from `0` to `N`, in closed form. -/
theorem shell_correction (a : ℝ) (N : ℕ) :
    (∑ j ∈ Finset.range N, level a j) - ∫ z in (0 : ℝ)..N, chemPot a z =
      (lam a - a) * N ^ 2 / 2 - N / 12 := by
  have hs : ∑ j ∈ Finset.range N, level a j =
      -(N * lam a ^ 2 - lam a * N ^ 2 + N ^ 3 / 3 - N / 12) / 2 := by
    induction N with
    | zero => simp
    | succ n ih =>
      rw [Finset.sum_range_succ, ih, level]
      push_cast
      ring
  have hd : ∀ z : ℝ, HasDerivAt (fun z => (a - z) ^ 3 / 6) (chemPot a z) z := fun z => by
    refine ((((hasDerivAt_id' z).const_sub a).fun_pow 3).div_const 6).congr_deriv ?_
    rw [chemPot]
    norm_num
    ring
  have hc : Continuous (chemPot a) := by
    unfold chemPot
    fun_prop
  rw [hs, intervalIntegral.integral_eq_sub_of_hasDerivAt (fun z _ => hd z)
    (hc.intervalIntegrable _ _)]
  linear_combination -(N : ℝ) / 2 * lam_sq a
```

`Finset.range N` is \(\{0,\dots,N-1\}\). From \(\sum(2j+1)=N^2\) and \(\sum(j+\frac12)^2=\frac{N^3}3-\frac N{12}\),

\[
\sum_{j<N}\text{level}=-\frac12\Bigl(N\lambda^2-\lambda N^2+\frac{N^3}3-\frac N{12}\Bigr),
\]

which Lean proves by induction. The antiderivative \((a-z)^3/6\) gives

\[
\int_0^N\mu\,dz=-\frac{a^2N}2+\frac{aN^2}2-\frac{N^3}6 .
\]

Subtract and insert \(\lambda^2-a^2=\frac14\): the linear terms are \(-\frac N8+\frac N{24}=-\frac N{12}\), and the quadratic term is \((\lambda-a)N^2/2\). As algebra, this holds for every real \(a\) and natural \(N\). The name `shell_correction` stands for the whole difference, including any smooth corrections to Thomas–Fermi theory.

```lean
/-- For `a > 0` the shift `√(a² + 1/4) - a` lies below `1/(8a)` by at most `1/(128a³)`. -/
theorem shift_bounds {a : ℝ} (ha : 0 < a) :
    0 ≤ 1 / (8 * a) - (lam a - a) ∧ 1 / (8 * a) - (lam a - a) ≤ 1 / (128 * a ^ 3) := by
  have hl := lam_sq a
  have h0 : 0 ≤ lam a - a := sub_nonneg.2 (Real.le_sqrt_of_sq_le (by linarith))
  have hq : 1 / (8 * a) * (2 * a) = 1 / 4 := by
    rw [div_mul_eq_mul_div, div_eq_iff (by positivity)]
    ring
  -- the remainder is a square divided by `2 * a`
  have e : 1 / (8 * a) - (lam a - a) = (lam a - a) ^ 2 / (2 * a) := by
    rw [eq_div_iff (by positivity)]
    linear_combination hq - hl
  have h1 : 0 ≤ 1 / (8 * a) - (lam a - a) := by rw [e]; positivity
  refine ⟨h1, ?_⟩
  have hp := pow_le_pow_left₀ h0 (sub_nonneg.1 h1) 2
  calc 1 / (8 * a) - (lam a - a) = (lam a - a) ^ 2 / (2 * a) := e
    _ ≤ (1 / (8 * a)) ^ 2 / (2 * a) := div_le_div_of_nonneg_right hp (by positivity)
    _ = 1 / (128 * a ^ 3) := by ring

end

end PoeschlTellerShell
```

Let \(\delta=\lambda-a\ge0\). Then \(2a\delta+\delta^2=\frac14\), so

\[
\frac1{8a}-\delta=\frac{\delta^2}{2a}\ge0 .
\]

Hence \(\delta\le1/(8a)\), and inserting this on the right gives the upper bound \(1/(128a^3)\). The `calc` block is this chain of relations.

```lean
#print axioms PoeschlTellerShell.level_isBound
-- 'PoeschlTellerShell.level_isBound' depends on axioms: [propext, Classical.choice, Quot.sound]
#print axioms PoeschlTellerShell.thomasFermi_number
-- 'PoeschlTellerShell.thomasFermi_number' depends on axioms: [propext, Classical.choice, Quot.sound]
#print axioms PoeschlTellerShell.shell_correction
-- 'PoeschlTellerShell.shell_correction' depends on axioms: [propext, Classical.choice, Quot.sound]
#print axioms PoeschlTellerShell.shift_bounds
-- 'PoeschlTellerShell.shift_bounds' depends on axioms: [propext, Classical.choice, Quot.sound]
```

## One particle, deep wells and a grid calculation

For \(N=0\) the difference is zero; for \(N=1\) it is \((\lambda-a)/2-1/12\). At fixed \(N\), as the well deepens, \(\lambda-a\to0\) and the difference tends to \(-N/12\).

To check a one-dimensional grid solver, diagonalise the Hamiltonian, add the lowest \(N\le a\) eigenvalues, subtract the Thomas–Fermi polynomial above, and compare with the closed form as the grid is refined and the box enlarged. For large \(a\), compute \(\lambda-a\) as \(1/(4(\lambda+a))\), which avoids subtracting two nearly equal numbers.
